# Coupling $l$ to spin 1/2: the Clebsch–Gordan vectors diagonalise $\mathbf L\cdot\mathbf S$

Take an electron with $l=1$, orbital projection 0 and spin up, and read its spin–orbit energy off that product state. The mean value of $\mathbf L\cdot\mathbf S$ is 0 (with $\hbar=1$ throughout), but a level with that value does not exist: at total projection $m=1/2$ the eigenvalues are $1/2$ and $-1$. The product state mixes both levels; the states of definite spin–orbit energy are other combinations of product states.

For orbital quantum number $l\ge 0$ and total projection $|m|\le l+1/2$, these combinations are $(p,q)$ and $(-q,p)$, where the first entry multiplies the product state with orbital projection $m-1/2$ and spin up, the second the one with $m+1/2$ and spin down, with

$$p=\sqrt{\frac{l+m+1/2}{2l+1}},\qquad q=\sqrt{\frac{l-m+1/2}{2l+1}},$$

and eigenvalues $l/2$ and $-(l+1)/2$. At $|m|=l+1/2$, the only case for $l=0$, there is just one product state, and only $(p,q)$ is physical. The combinations diagonalise the spin–orbit term of a single electron in a fixed $l$ shell, with the radial factor treated as a constant.

## The matrix elements of $\mathbf L\cdot\mathbf S$, taken as given

The physical input is the action of the ladder operator, $L_+|l,\mu\rangle=\lambda\,|l,\mu+1\rangle$ with $\lambda=\sqrt{l(l+1)-\mu(\mu+1)}$. This formula follows from the commutation relations, but here it is a definition, with the usual convention that ladder elements are nonnegative.

```lean
import Mathlib

open Matrix

namespace SpinHalfClebschGordan

noncomputable section

/-- The ladder element `⟨l, μ+1| L₊ |l, μ⟩` in units of `ħ`, for `-l ≤ μ ≤ l`. -/
def ladder (l μ : ℝ) : ℝ := Real.sqrt (l * (l + 1) - μ * (μ + 1))
```

At total projection $m$ the basis is $|m-1/2,\text{up}\rangle$, $|m+1/2,\text{down}\rangle$, in that order, so $\mu=m-1/2$. From

$$\mathbf L\cdot\mathbf S=L_zS_z+\tfrac12(L_+S_-+L_-S_+)$$

the diagonal entries are $(m-1/2)/2$ and $-(m+1/2)/2$, and both off-diagonal entries are $\lambda/2$.

```lean
/-- The block of `L·S` at total projection `m`, in the product basis
`|m - 1/2, up⟩`, `|m + 1/2, down⟩`. -/
def spinOrbit (l m : ℝ) : Matrix (Fin 2) (Fin 2) ℝ :=
  !![(m - 1/2) * (1/2), ladder l (m - 1/2) / 2;
     ladder l (m - 1/2) / 2, (m + 1/2) * (-(1/2))]
```

The coefficients and the two coupled vectors are written in the same basis, as real vectors on `Fin 2`.

```lean
/-- The coefficient `p = √((l + m + 1/2)/(2l + 1))`, for `l ≥ 0` and `|m| ≤ l + 1/2`. -/
def cgP (l m : ℝ) : ℝ := Real.sqrt ((l + m + 1/2) / (2 * l + 1))

/-- The coefficient `q = √((l - m + 1/2)/(2l + 1))`, for `l ≥ 0` and `|m| ≤ l + 1/2`. -/
def cgQ (l m : ℝ) : ℝ := Real.sqrt ((l - m + 1/2) / (2 * l + 1))

/-- The coupled vector `(p, q)` in the product basis. -/
def coupledPlus (l m : ℝ) : Fin 2 → ℝ := ![cgP l m, cgQ l m]

/-- The coupled vector `(-q, p)` in the product basis. -/
def coupledMinus (l m : ℝ) : Fin 2 → ℝ := ![-cgQ l m, cgP l m]
```

The block of $J^2=L^2+S^2+2\,\mathbf L\cdot\mathbf S$ takes the values $l(l+1)$ for $L^2$ and $3/4$ for $S^2$ as input.

```lean
/-- The block of `J² = L² + S² + 2 L·S` at total projection `m`. -/
def totalJSq (l m : ℝ) : Matrix (Fin 2) (Fin 2) ℝ :=
  (l * (l + 1) + 3/4) • (1 : Matrix (Fin 2) (Fin 2) ℝ) + (2 : ℝ) • spinOrbit l m
```

Since $(m-1/2)(m+1/2)=m^2-1/4$, the radicand of $\lambda$ equals $(l+1/2)^2-m^2$. This gives the compact form of the block, which `spinOrbit_eq` proves entry by entry for all real $l$ and $m$.

```lean
/-- The `L·S` block written out, with off-diagonal root `√((l + 1/2)² - m²)`. -/
theorem spinOrbit_eq (l m : ℝ) :
    spinOrbit l m = (1/2 : ℝ) •
      !![m - 1/2, Real.sqrt ((l + 1/2)^2 - m^2);
         Real.sqrt ((l + 1/2)^2 - m^2), -m - 1/2] := by
  have h : l * (l + 1) - (m - 1/2) * (m - 1/2 + 1) = (l + 1/2)^2 - m^2 := by ring
  unfold spinOrbit ladder
  rw [h]
  ext i j
  fin_cases i <;> fin_cases j
  · show (m - 1/2) * (1/2) = (1/2) * (m - 1/2)
    ring
  · show Real.sqrt ((l + 1/2)^2 - m^2) / 2 = (1/2) * Real.sqrt ((l + 1/2)^2 - m^2)
    ring
  · show Real.sqrt ((l + 1/2)^2 - m^2) / 2 = (1/2) * Real.sqrt ((l + 1/2)^2 - m^2)
    ring
  · show (m + 1/2) * (-(1/2)) = (1/2) * (-m - 1/2)
    ring
```

The theorems start from these matrix elements and do not construct $\mathbf L$ and $\mathbf S$ as operators.

## $l\ge 0$: a positive denominator and two distinct eigenvalues

Physically, $l$ is an orbital quantum number. The theorems admit every real $l\ge0$, so the integers are included but integrality plays no part. Likewise they admit every real $m$ within the bound, while the physical values run in integer steps from $-(l+1/2)$ to $l+1/2$.

By hand, the condition enters first through $2l+1>0$. Once both radicands are nonnegative, which the bound on $m$ ensures, squaring removes the roots:

$$p^2+q^2=\frac{(l+m+1/2)+(l-m+1/2)}{2l+1}=1.$$

In `cg_normalized`, `hd` records the positive denominator, `Real.sq_sqrt` removes the roots, and `ring` adds the numerators.

```lean
/-- The squares of the two coefficients add up to one. -/
theorem cg_normalized {l m : ℝ} (hl : 0 ≤ l) (hm : |m| ≤ l + 1/2) :
    cgP l m ^ 2 + cgQ l m ^ 2 = 1 := by
  obtain ⟨h1, h2⟩ := abs_le.mp hm
  have hd : 0 < 2 * l + 1 := by linarith
  unfold cgP cgQ
  rw [Real.sq_sqrt (div_nonneg (by linarith) hd.le),
    Real.sq_sqrt (div_nonneg (by linarith) hd.le), ← add_div, div_eq_one_iff_eq hd.ne']
  ring
```

The second use comes in the converse below, where the gap between the eigenvalues, $l/2+(l+1)/2=l+1/2$, must not vanish.

The bound on $m$ alone already forces $l\ge-1/2$. The algebra would survive for $-1/2<l<0$, but at $l=-1/2$ the coefficients lose their meaning and the two eigenvalues merge. The hypothesis $l\ge0$ is therefore the physical condition and slightly stronger than the algebra requires.

## $|m|\le l+1/2$: real coefficients

This bound says that $|m|$ is no larger than the largest total projection, $l$ from the orbital part plus $1/2$ from the spin. Put $a=l+m+1/2$ and $b=l-m+1/2$. The bound is the same as $a\ge0$ and $b\ge0$, and it allows the root of the product to be split:

$$\lambda=\sqrt{ab}=\sqrt a\,\sqrt b .$$

With $p=\sqrt a/\sqrt{2l+1}$ and $q=\sqrt b/\sqrt{2l+1}$ this gives

$$\lambda q=b\,p,\qquad \lambda p=a\,q .$$

The lemma `ladder_mul_cg` follows the same route. `Real.sqrt_mul` splits the root, and `Real.mul_self_sqrt` supplies $\sqrt b\sqrt b=b$ and $\sqrt a\sqrt a=a$.

```lean
/-- The ladder element turns each coefficient into a multiple of the other. -/
theorem ladder_mul_cg {l m : ℝ} (hm : |m| ≤ l + 1/2) :
    ladder l (m - 1/2) * cgQ l m = (l - m + 1/2) * cgP l m ∧
    ladder l (m - 1/2) * cgP l m = (l + m + 1/2) * cgQ l m := by
  obtain ⟨h1, h2⟩ := abs_le.mp hm
  have ha : 0 ≤ l + m + 1/2 := by linarith
  have hb : 0 ≤ l - m + 1/2 := by linarith
  -- the radicand of the ladder element factorises
  have hab : l * (l + 1) - (m - 1/2) * (m - 1/2 + 1)
      = (l + m + 1/2) * (l - m + 1/2) := by ring
  unfold ladder cgP cgQ
  rw [hab, Real.sqrt_mul ha, Real.sqrt_div ha, Real.sqrt_div hb]
  constructor
  · linear_combination (Real.sqrt (l + m + 1/2) / Real.sqrt (2 * l + 1)) *
      Real.mul_self_sqrt hb
  · linear_combination (Real.sqrt (l - m + 1/2) / Real.sqrt (2 * l + 1)) *
      Real.mul_self_sqrt ha
```

The eigenvalue equations are now linear. For $(p,q)$ the two rows are

$$\tfrac12(m-\tfrac12)p+\tfrac12 b\,p=\tfrac l2\,p,\qquad \tfrac12 a\,q-\tfrac12(m+\tfrac12)q=\tfrac l2\,q,$$

and for $(-q,p)$ they are

$$-\tfrac12(m-\tfrac12)q+\tfrac12 a\,q=-\tfrac{l+1}2(-q),\qquad -\tfrac12 b\,p-\tfrac12(m+\tfrac12)p=-\tfrac{l+1}2\,p .$$

The lemma `eigen_iff` turns a matrix equation into such a pair of rows.

```lean
/-- The eigenvalue equation of a two-state system, written as two coupled equations
for the amplitudes. -/
theorem eigen_iff (a b c d x y e : ℝ) :
    !![a, b; c, d] *ᵥ ![x, y] = e • ![x, y] ↔
      a * x + b * y = e * x ∧ c * x + d * y = e * y := by
  constructor
  · intro h
    have h0 := congrFun h 0
    have h1 := congrFun h 1
    simp [Matrix.mulVec, dotProduct, Fin.sum_univ_two] at h0 h1
    exact ⟨h0, h1⟩
  · rintro ⟨h0, h1⟩
    ext i
    fin_cases i
    · simpa [Matrix.mulVec, dotProduct, Fin.sum_univ_two] using h0
    · simpa [Matrix.mulVec, dotProduct, Fin.sum_univ_two] using h1
```

In the main theorem `⬝ᵥ` is the real dot product and `*ᵥ` applies the matrix to a vector. The statement lists two norms equal to 1, one vanishing overlap and two eigenvalue equations. Both norms are $p^2+q^2=1$ (`N` in the proof), and the overlap $-pq+qp$ cancels. Each row above follows from one of the two ladder relations, `A` or `B`, through `linear_combination`.

```lean
/-- The vectors `(p, q)` and `(-q, p)` are orthonormal eigenvectors of `L·S` with
eigenvalues `l/2` and `-(l + 1)/2`. -/
theorem clebschGordan_spin_half {l m : ℝ} (hl : 0 ≤ l) (hm : |m| ≤ l + 1/2) :
    (coupledPlus l m ⬝ᵥ coupledPlus l m = 1 ∧
      coupledMinus l m ⬝ᵥ coupledMinus l m = 1 ∧
      coupledPlus l m ⬝ᵥ coupledMinus l m = 0) ∧
    spinOrbit l m *ᵥ coupledPlus l m = (l / 2) • coupledPlus l m ∧
    spinOrbit l m *ᵥ coupledMinus l m = (-(l + 1) / 2) • coupledMinus l m := by
  have N := cg_normalized hl hm
  obtain ⟨A, B⟩ := ladder_mul_cg hm
  refine ⟨⟨?_, ?_, ?_⟩, ?_, ?_⟩
  · rw [dotProduct, Fin.sum_univ_two]
    show cgP l m * cgP l m + cgQ l m * cgQ l m = 1
    linear_combination N
  · rw [dotProduct, Fin.sum_univ_two]
    show -cgQ l m * -cgQ l m + cgP l m * cgP l m = 1
    linear_combination N
  · rw [dotProduct, Fin.sum_univ_two]
    show cgP l m * -cgQ l m + cgQ l m * cgP l m = 0
    ring
  · unfold spinOrbit coupledPlus
    rw [eigen_iff]
    exact ⟨by linear_combination A / 2, by linear_combination B / 2⟩
  · unfold spinOrbit coupledMinus
    rw [eigen_iff]
    exact ⟨by linear_combination B / 2, by linear_combination -A / 2⟩
```

Without the bound the statement fails. For $l=0$, $m=3/2$ Lean's square root of a negative number is 0, so $p=\sqrt2$ and $q=0$, and the vector is not normalised.

At the boundary $|m|=l+1/2$ the theorem holds for the matrix, but one basis label lies outside the range $-l,\dots,l$. There $(p,q)$ is the single physical product state, and $(-q,p)$ sits entirely on the label that does not exist. For $l=0$ and $m=\pm1/2$ this is always the case, so only $j=1/2$ occurs.

## A nonzero vector: no other levels

The converse starts from a real vector $v=(x,y)$ with $v\neq0$ that satisfies the eigenvalue equation with a real value $c$. Real vectors and real $c$ are enough: the block is real and symmetric, so its eigenvalues are real, and the real and imaginary parts of a complex eigenvector satisfy the same equation separately. The components of $v$ along the coupled vectors are

$$s=px+qy,\qquad t=py-qx .$$

Because the block is symmetric, projecting the eigenvalue equation on the two coupled vectors gives

$$(c-l/2)\,s=0,\qquad (c+(l+1)/2)\,t=0 .$$

Normalisation gives $x=ps-qt$ and $y=qs+pt$, so $s$ and $t$ cannot both vanish. They cannot both be nonzero either, since $c$ would then equal two different numbers. Hence $v$ is $s\,(p,q)$ with $c=l/2$, or $t\,(-q,p)$ with $c=-(l+1)/2$.

In the proof `hS` and `hT` are the two projected equations, and the case split asks whether $s=0$. If it is, `hv` rules out $t=0$; if not, $l\ge0$ separates the eigenvalues and forces $t=0$.

```lean
/-- Every eigenvector of the `L·S` block is a multiple of `(p, q)` with eigenvalue `l/2`,
or a multiple of `(-q, p)` with eigenvalue `-(l + 1)/2`. -/
theorem eigenvector_unique {l m c : ℝ} (hl : 0 ≤ l) (hm : |m| ≤ l + 1/2)
    {v : Fin 2 → ℝ} (hv : v ≠ 0) (h : spinOrbit l m *ᵥ v = c • v) :
    (c = l / 2 ∧ ∃ s : ℝ, v = s • coupledPlus l m) ∨
    (c = -(l + 1) / 2 ∧ ∃ t : ℝ, v = t • coupledMinus l m) := by
  obtain ⟨x, y, rfl⟩ : ∃ x y, v = ![x, y] :=
    ⟨v 0, v 1, by ext i; fin_cases i <;> rfl⟩
  have N := cg_normalized hl hm
  obtain ⟨A, B⟩ := ladder_mul_cg hm
  unfold spinOrbit at h
  rw [eigen_iff] at h
  obtain ⟨h0, h1⟩ := h
  unfold coupledPlus coupledMinus
  generalize cgP l m = p at *
  generalize cgQ l m = q at *
  -- project the eigenvalue equation on the two coupled states
  have hS : (c - l / 2) * (p * x + q * y) = 0 := by
    linear_combination -p * h0 - q * h1 + x / 2 * A + y / 2 * B
  have hT : (c + (l + 1) / 2) * (p * y - q * x) = 0 := by
    linear_combination q * h0 - p * h1 + x / 2 * B - y / 2 * A
  by_cases hs : p * x + q * y = 0
  · right
    have ht : p * y - q * x ≠ 0 := by
      intro ht
      have hx : x = 0 := by linear_combination -x * N + p * hs - q * ht
      have hy : y = 0 := by linear_combination -y * N + q * hs + p * ht
      apply hv
      ext i
      fin_cases i
      · exact hx
      · exact hy
    have hc := (mul_eq_zero.1 hT).resolve_right ht
    refine ⟨by linarith, p * y - q * x, ?_⟩
    ext i
    fin_cases i
    · show x = (p * y - q * x) * -q
      linear_combination -x * N + p * hs
    · show y = (p * y - q * x) * p
      linear_combination -y * N + q * hs
  · left
    have hc := (mul_eq_zero.1 hS).resolve_right hs
    -- the two eigenvalues differ, so the other component vanishes
    have ht : p * y - q * x = 0 :=
      (mul_eq_zero.1 hT).resolve_left (fun h' => by linarith)
    refine ⟨by linarith, p * x + q * y, ?_⟩
    ext i
    fin_cases i
    · show x = (p * x + q * y) * p
      linear_combination -x * N - q * ht
    · show y = (p * x + q * y) * q
      linear_combination -y * N + p * ht
```

Without $v\ne0$ the conclusion would be false, because the zero vector satisfies the equation for every $c$. The theorem fixes each coupled vector up to a real factor, separately at each $m$; how the signs at different $m$ are related through $J_-$ is a further question that it leaves open.

## The values of $j$ under the same two bounds

Under $l\ge0$ and $|m|\le l+1/2$, inserting the eigenvalues into $J^2$ gives

$$l(l+1)+\tfrac34+l=(l+\tfrac12)(l+\tfrac32),$$

$$l(l+1)+\tfrac34-(l+1)=(l-\tfrac12)(l+\tfrac12).$$

These are $j(j+1)$ with $j=l+1/2$ and $j=l-1/2$. At $|m|=l+1/2$ the second value belongs to the basis label that does not exist; in particular, for $l=0$ the value $j=-1/2$ is not a physical level. The proof distributes the matrix sum over the vector, inserts the eigenvalue equations `hP` and `hM`, and leaves the scalar arithmetic to `module`. Both bounds enter only through the main theorem.

```lean
/-- On `(p, q)` and `(-q, p)` the matrix `totalJSq l m` has the eigenvalues `j(j + 1)` with `j = l +
1/2` and `j = l - 1/2`. -/
theorem totalJSq_coupled {l m : ℝ} (hl : 0 ≤ l) (hm : |m| ≤ l + 1/2) :
    totalJSq l m *ᵥ coupledPlus l m
      = ((l + 1/2) * ((l + 1/2) + 1)) • coupledPlus l m ∧
    totalJSq l m *ᵥ coupledMinus l m
      = ((l - 1/2) * ((l - 1/2) + 1)) • coupledMinus l m := by
  obtain ⟨-, hP, hM⟩ := clebschGordan_spin_half hl hm
  unfold totalJSq
  constructor
  · rw [Matrix.add_mulVec, Matrix.smul_mulVec, Matrix.smul_mulVec, Matrix.one_mulVec, hP]
    module
  · rw [Matrix.add_mulVec, Matrix.smul_mulVec, Matrix.smul_mulVec, Matrix.one_mulVec, hM]
    module

end

end SpinHalfClebschGordan
```

```lean
#print axioms SpinHalfClebschGordan.spinOrbit_eq
#print axioms SpinHalfClebschGordan.clebschGordan_spin_half
#print axioms SpinHalfClebschGordan.eigenvector_unique
#print axioms SpinHalfClebschGordan.totalJSq_coupled
```

```
'SpinHalfClebschGordan.spinOrbit_eq' depends on axioms: [propext, Classical.choice, Quot.sound]
'SpinHalfClebschGordan.clebschGordan_spin_half' depends on axioms: [propext, Classical.choice, Quot.sound]
'SpinHalfClebschGordan.eigenvector_unique' depends on axioms: [propext, Classical.choice, Quot.sound]
'SpinHalfClebschGordan.totalJSq_coupled' depends on axioms: [propext, Classical.choice, Quot.sound]
```
